# The Mulliken population as the derivative of an orbital energy under a symmetrised level shift

The orbital and its energy enter as given functions of a real parameter $t$, a coefficient vector $c(t)$ and a real number $e(t)$, and are not constructed by diagonalising a matrix. They are assumed to solve the generalised eigenvalue equation $(H+tV)\,c(t)=e(t)\,S\,c(t)$, with a fixed Hermitian perturbation $V$, for all $t$ near some $t_0$. The orbital $c$ is continuous at $t_0$ and normalised there, $c(t_0)^\dagger S\,c(t_0)=1$. Differentiability of $e$ is then a conclusion, and $c$ need not be differentiable.

The basis is finite and indexed by `n`. The Hamiltonian matrix $H$ and the overlap matrix $S$ are complex, Hermitian and independent of $t$. Positive definiteness of $S$, which holds for linearly independent basis functions, is not needed.

```lean
import Mathlib

open Matrix Filter Topology

namespace MullikenEnergyResponse

noncomputable section

variable {n : Type*} [Fintype n] [DecidableEq n]
```

## The level shift and the populations

Let $E_i$ be the diagonal matrix with a single 1 at position $i$.

```lean
/-- The projector `E_i` on the basis index `i`. -/
def siteProjector (i : n) : Matrix n n ℂ := diagonal (Pi.single i (1 : ℂ))
```

The perturbation that raises the level of basis function $i$ is

$$V_i = \tfrac12\,(S E_i + E_i S).$$

The product $SE_i$ alone is in general not Hermitian; averaging it with its adjoint repairs this.

```lean
/-- The symmetrised level shift `(S E_i + E_i S) / 2` of basis function `i`. -/
def siteShift (S : Matrix n n ℂ) (i : n) : Matrix n n ℂ :=
  (1 / 2 : ℝ) • (S * siteProjector i + siteProjector i * S)
```

The Mulliken population of basis function $i$ in an orbital $c$ is $\mathrm{Re}\,(c_i^*\,(Sc)_i)$. It belongs to one basis function; an atomic population is a sum of such terms.

```lean
/-- The Mulliken population `Re (conj c_i (S c)_i)` of basis function `i` in the orbital `c`. -/
def mullikenPopulation (S : Matrix n n ℂ) (c : n → ℂ) (i : n) : ℝ :=
  (star (c i) * (S *ᵥ c) i).re
```

For orbitals $c_k$ with real occupations $f_k$ (`occ` in the code), the density matrix is $P=\sum_k f_k\,c_k c_k^\dagger$.

```lean
/-- The density matrix `P = ∑ₖ occₖ cₖ cₖᴴ` of orbitals `cₖ` with occupations `occₖ`. -/
def densityMatrix {ι : Type*} [Fintype ι] (occ : ι → ℝ) (c : ι → n → ℂ) : Matrix n n ℂ :=
  ∑ k, occ k • vecMulVec (c k) (star (c k))
```

## Energy differences from matrix elements

In Lean, $x^\dagger A y$ is written `star x ⬝ᵥ A *ᵥ y`. For Hermitian $A$,

$$x^\dagger A y = (Ax)^\dagger y .$$

```lean
omit [DecidableEq n] in
/-- A Hermitian matrix can be moved from one side of a matrix element to the other. -/
theorem hermitian_swap {A : Matrix n n ℂ} (hA : A.IsHermitian) (x y : n → ℂ) :
    star x ⬝ᵥ A *ᵥ y = star (A *ᵥ x) ⬝ᵥ y := by
  rw [Matrix.star_mulVec, hA.eq, Matrix.dotProduct_mulVec]
```

Now let $Ax = a\,Sx$ and $By = b\,Sy$ with real $a,b$ and Hermitian $A$ and $S$. Then

$$x^\dagger (B-A) y = b\,x^\dagger S y - (Ax)^\dagger y = b\,x^\dagger S y - a\,(Sx)^\dagger y = (b-a)\,x^\dagger S y .$$

The proof makes these substitutions in the same order, using the previous lemma once for $A$ and once for $S$.

```lean
omit [DecidableEq n] in
/-- For orbitals `x` and `y` of two Hamiltonians `A` and `B` with a common overlap matrix, the
matrix element of `B - A` is the energy difference times the overlap of the orbitals. -/
theorem energy_difference {A B S : Matrix n n ℂ} (hA : A.IsHermitian) (hS : S.IsHermitian)
    {x y : n → ℂ} {a b : ℝ} (hx : A *ᵥ x = a • S *ᵥ x) (hy : B *ᵥ y = b • S *ᵥ y) :
    star x ⬝ᵥ (B - A) *ᵥ y = (b - a) • (star x ⬝ᵥ S *ᵥ y) := by
  rw [Matrix.sub_mulVec, dotProduct_sub, hy, dotProduct_smul, hermitian_swap hA, hx,
    star_smul, star_trivial a, smul_dotProduct, ← hermitian_swap hS, sub_smul]
```

## First-order response for any Hermitian perturbation

Let $V$ be Hermitian and $(H+tV)\,c(t) = e(t)\,S\,c(t)$ near $t_0$. Taking $x=c(t_0)$ and $y=c(t)$ in the identity above gives

$$(t-t_0)\,c(t_0)^\dagger V c(t) = (e(t)-e(t_0))\,c(t_0)^\dagger S c(t).$$

By continuity $c(t_0)^\dagger S c(t)$ tends to $c(t_0)^\dagger S c(t_0)=1$, so it is non-zero for $t$ close to $t_0$. For such $t\neq t_0$,

$$\frac{e(t)-e(t_0)}{t-t_0} = \frac{c(t_0)^\dagger V c(t)}{c(t_0)^\dagger S c(t)} \;\longrightarrow\; c(t_0)^\dagger V c(t_0).$$

This is the Hellmann–Feynman formula for a fixed overlap matrix.

In the statement, `∀ᶠ t in 𝓝 t₀` means "for all $t$ near $t_0$", and `HasDerivAt e v t₀` says that $e$ is differentiable at $t_0$ with derivative $v$. In the proof, `hq` is the continuity of the matrix elements, `hlim` the limit of their ratio, and `hratio` the equality of that ratio with the difference quotient.

```lean
omit [DecidableEq n] in
/-- First-order energy response in a non-orthogonal basis: along a continuous branch of orbitals
of `H + t V`, the orbital energy has the derivative `cᴴ V c` where the orbital is normalised. -/
theorem energy_response {H V S : Matrix n n ℂ} (hH : H.IsHermitian) (hV : V.IsHermitian)
    (hS : S.IsHermitian) {c : ℝ → n → ℂ} {e : ℝ → ℝ} {t₀ : ℝ} (hc : ContinuousAt c t₀)
    (heig : ∀ᶠ t in 𝓝 t₀, (H + t • V) *ᵥ c t = e t • S *ᵥ c t)
    (hnorm : star (c t₀) ⬝ᵥ S *ᵥ c t₀ = 1) :
    HasDerivAt e (star (c t₀) ⬝ᵥ V *ᵥ c t₀).re t₀ := by
  have hA : (H + t₀ • V).IsHermitian := by
    unfold Matrix.IsHermitian
    rw [conjTranspose_add, conjTranspose_smul, star_trivial, hH.eq, hV.eq]
  -- matrix elements between the fixed and the moving orbital are continuous
  have hq : ∀ A : Matrix n n ℂ, Tendsto (fun t => star (c t₀) ⬝ᵥ A *ᵥ c t) (𝓝 t₀)
      (𝓝 (star (c t₀) ⬝ᵥ A *ᵥ c t₀)) := by
    intro A
    have hcont : Continuous (fun x : n → ℂ => star (c t₀) ⬝ᵥ A *ᵥ x) := by
      simp only [dotProduct, Matrix.mulVec]
      fun_prop
    exact (hcont.tendsto (c t₀)).comp hc
  have hne : star (c t₀) ⬝ᵥ S *ᵥ c t₀ ≠ 0 := by
    rw [hnorm]
    exact one_ne_zero
  have hlim : Tendsto (fun t => ((star (c t₀) ⬝ᵥ V *ᵥ c t) / (star (c t₀) ⬝ᵥ S *ᵥ c t)).re)
      (𝓝 t₀) (𝓝 ((star (c t₀) ⬝ᵥ V *ᵥ c t₀) / (star (c t₀) ⬝ᵥ S *ᵥ c t₀)).re) :=
    (Complex.continuous_re.tendsto _).comp ((hq V).div (hq S) hne)
  rw [hnorm, div_one] at hlim
  rw [hasDerivAt_iff_tendsto_slope]
  refine (hlim.mono_left nhdsWithin_le_nhds).congr' ?_
  filter_upwards [nhdsWithin_le_nhds heig, nhdsWithin_le_nhds ((hq S).eventually_ne hne),
    self_mem_nhdsWithin] with t ht hn htne
  have htne' : t ≠ t₀ := htne
  -- the difference quotient is a ratio of two matrix elements
  have h := energy_difference hA hS heig.self_of_nhds ht
  have hd : (H + t • V) - (H + t₀ • V) = (t - t₀) • V := by module
  rw [hd, Matrix.smul_mulVec, dotProduct_smul] at h
  simp only [Complex.real_smul, Complex.ofReal_sub] at h
  have hs : (t : ℂ) - (t₀ : ℂ) ≠ 0 :=
    sub_ne_zero.mpr (fun h' => htne' (Complex.ofReal_injective h'))
  have hratio : (star (c t₀) ⬝ᵥ V *ᵥ c t) / (star (c t₀) ⬝ᵥ S *ᵥ c t)
      = (((e t - e t₀) / (t - t₀) : ℝ) : ℂ) := by
    rw [Complex.ofReal_div, Complex.ofReal_sub, Complex.ofReal_sub, div_eq_div_iff hn hs]
    linear_combination h
  rw [slope_def_field, hratio, Complex.ofReal_re]
```

## The level shift measures the population

The shift is a Hermitian perturbation, because $(SE_i+E_iS)^\dagger = E_iS+SE_i$.

```lean
/-- The symmetrised level shift is Hermitian. -/
theorem siteShift_isHermitian {S : Matrix n n ℂ} (hS : S.IsHermitian) (i : n) :
    (siteShift S i).IsHermitian := by
  have hE : (siteProjector i)ᴴ = siteProjector i := by
    rw [siteProjector, diagonal_conjTranspose]
    congr 1
    funext j
    by_cases h : j = i <;> simp [h]
  unfold Matrix.IsHermitian siteShift
  rw [conjTranspose_smul, star_trivial, conjTranspose_add, conjTranspose_mul,
    conjTranspose_mul, hS.eq, hE, add_comm]
```

Since $E_i x$ keeps only the component $x_i$, the two halves of the expectation value are

$$c^\dagger S E_i c = (Sc)_i^*\,c_i, \qquad c^\dagger E_i S c = c_i^*\,(Sc)_i .$$

They are complex conjugates, so their average is the Mulliken population:

$$c^\dagger V_i c = \mathrm{Re}\,(c_i^*\,(Sc)_i).$$

```lean
/-- The expectation value of the symmetrised level shift is the Mulliken population. -/
theorem siteShift_expectation {S : Matrix n n ℂ} (hS : S.IsHermitian) (c : n → ℂ) (i : n) :
    (star c ⬝ᵥ siteShift S i *ᵥ c).re = mullikenPopulation S c i := by
  have hE : ∀ x : n → ℂ, siteProjector i *ᵥ x = Pi.single i (x i) := by
    intro x
    funext j
    by_cases h : j = i
    · subst h
      simp [siteProjector, Matrix.mulVec_diagonal]
    · simp [siteProjector, Matrix.mulVec_diagonal, h]
  rw [siteShift, Matrix.smul_mulVec, dotProduct_smul, Matrix.add_mulVec, dotProduct_add,
    ← Matrix.mulVec_mulVec, ← Matrix.mulVec_mulVec, hermitian_swap hS, hE, hE,
    dotProduct_single, dotProduct_single, mullikenPopulation]
  simp only [Complex.smul_re, smul_eq_mul, Complex.add_re, Pi.star_apply, Complex.star_def,
    Complex.mul_re, Complex.conj_re, Complex.conj_im]
  ring
```

Putting $V=V_i$ in the response formula gives the main result,

$$e'(t_0) = \mathrm{Re}\,\big(c_i(t_0)^*\,(S c(t_0))_i\big).$$

```lean
/-- The Mulliken population of basis function `i` is the derivative of the orbital energy with
respect to the strength `t` of the level shift `(S E_i + E_i S) / 2`. -/
theorem mulliken_population_eq_energy_response {H S : Matrix n n ℂ} (hH : H.IsHermitian)
    (hS : S.IsHermitian) (i : n) {c : ℝ → n → ℂ} {e : ℝ → ℝ} {t₀ : ℝ}
    (hc : ContinuousAt c t₀)
    (heig : ∀ᶠ t in 𝓝 t₀, (H + t • siteShift S i) *ᵥ c t = e t • S *ᵥ c t)
    (hnorm : star (c t₀) ⬝ᵥ S *ᵥ c t₀ = 1) :
    HasDerivAt e (mullikenPopulation S (c t₀) i) t₀ := by
  rw [← siteShift_expectation hS]
  exact energy_response hH (siteShift_isHermitian hS i) hS hc heig hnorm
```

Continuity of $c$ matters at a degeneracy. Take two basis functions, numbered 0 and 1, with $S=1$, $H=0$ and $i=0$, so that $H+tV_0=tE_0$. Let $c(t)=(1,0)$ for $t\neq0$, but $c(0)=(0,1)$, with $e(t)=t$ throughout. Every other hypothesis holds at $t_0=0$, yet $e'(0)=1$ while the population of function 0 in $c(0)$ is 0.

The same matrices show what another model would change. For positive definite $S$, $e(t)$ could be defined as the lowest generalised eigenvalue, and no branch would have to be assumed. Here that eigenvalue is $\min(t,0)$, which has a kink at $t=0$, so the theorem would need a further condition such as non-degeneracy. Both observations are arguments in prose, separate from the theorems in the file.

## Several occupied orbitals

For a single orbital, $(c\,c^\dagger S)_{ii} = c_i\,(Sc)_i^*$, whose real part is the Mulliken population. Summing with the occupations,

$$\mathrm{Re}\,(PS)_{ii} = \sum_k f_k\,\mathrm{Re}\,\big(c_{k,i}^*\,(Sc_k)_i\big).$$

```lean
omit [DecidableEq n] in
/-- The real part of the diagonal element `(P S)_ii` is the occupation-weighted sum of the
Mulliken populations of the orbitals. -/
theorem density_overlap_diagonal {ι : Type*} [Fintype ι] {S : Matrix n n ℂ}
    (hS : S.IsHermitian) (occ : ι → ℝ) (c : ι → n → ℂ) (i : n) :
    ((densityMatrix occ c * S) i i).re = ∑ k, occ k * mullikenPopulation S (c k) i := by
  have key : ∀ x : n → ℂ, (vecMulVec x (star x) * S) i i = x i * star ((S *ᵥ x) i) := by
    intro x
    have h : star (S *ᵥ x) = star x ᵥ* S := by rw [Matrix.star_mulVec, hS.eq]
    have h2 := congrFun h i
    rw [Pi.star_apply] at h2
    rw [h2]
    simp only [Matrix.mul_apply, vecMulVec_apply, Matrix.vecMul, dotProduct, Finset.mul_sum,
      mul_assoc]
  rw [densityMatrix, Finset.sum_mul, Matrix.sum_apply, Complex.re_sum]
  refine Finset.sum_congr rfl fun k _ => ?_
  rw [Matrix.smul_mul, Matrix.smul_apply, key, Complex.smul_re, smul_eq_mul, mullikenPopulation]
  simp only [Complex.star_def, Complex.mul_re, Complex.conj_re, Complex.conj_im]
  ring
```

Differentiating the weighted sum of orbital energies term by term, with the $f_k$ held fixed, gives

$$\frac{d}{dt}\sum_k f_k\,e_k(t)\Big|_{t_0} = \mathrm{Re}\,(PS)_{ii}.$$

The orbitals need not be mutually orthogonal for this identity.

```lean
/-- For several orbitals with fixed occupations, the derivative of the occupation-weighted sum of
orbital energies with respect to the level shift of basis function `i` is `Re (P S)_ii`. -/
theorem gross_population_eq_energy_response {ι : Type*} [Fintype ι] {H S : Matrix n n ℂ}
    (hH : H.IsHermitian) (hS : S.IsHermitian) (i : n) (occ : ι → ℝ)
    {c : ι → ℝ → n → ℂ} {e : ι → ℝ → ℝ} {t₀ : ℝ} (hc : ∀ k, ContinuousAt (c k) t₀)
    (heig : ∀ k, ∀ᶠ t in 𝓝 t₀, (H + t • siteShift S i) *ᵥ c k t = e k t • S *ᵥ c k t)
    (hnorm : ∀ k, star (c k t₀) ⬝ᵥ S *ᵥ c k t₀ = 1) :
    HasDerivAt (fun t => ∑ k, occ k * e k t)
      ((densityMatrix occ (fun k => c k t₀) * S) i i).re t₀ := by
  rw [density_overlap_diagonal hS]
  exact HasDerivAt.fun_sum fun k _ =>
    (mulliken_population_eq_energy_response hH hS i (hc k) (heig k) (hnorm k)).const_mul (occ k)
```

For non-interacting electrons, as in a tight-binding model with overlap, the sum is the total electronic energy, and a finite difference of it, taken at fixed occupations, can be compared with the computed population. Self-consistent changes of $H$ are not covered.

## A two-function example

The last theorem exhibits matrices and an orbital that meet the algebraic hypotheses:

$$S=\begin{pmatrix}10&6\\6&10\end{pmatrix},\quad H=\begin{pmatrix}8&0\\0&-8\end{pmatrix},\quad c=\begin{pmatrix}3/8\\-1/8\end{pmatrix}.$$

Here $Sc=Hc=(3,1)$, $c^\dagger Sc=1$ and $V_0c=\tfrac98\,Sc$. Hence $c$ solves the equation for every $t$ with $e(t)=1+\tfrac98t$, and as a constant function of $t$ it is continuous. The slope is the population $\tfrac38\cdot3=\tfrac98$ of function 0; function 1 has population $-\tfrac18$.

With basis functions scaled to unit norm, the overlap is $0.6$, the diagonal of $H$ is $(0.8,-0.8)$ and the coefficients are $\sqrt{10}\,(3/8,-1/8)$. The energies and populations are unchanged. The proof checks each matrix entry and vector component.

```lean
/-- Two overlapping basis functions with a normalised orbital `(3/8, -1/8)` that solves the
shifted generalised eigenvalue equation for every `t`, with energy `1 + 9 t / 8`. -/
theorem energy_response_witness :
    (!![10, 6; 6, 10] : Matrix (Fin 2) (Fin 2) ℂ).IsHermitian ∧
    (!![8, 0; 0, -8] : Matrix (Fin 2) (Fin 2) ℂ).IsHermitian ∧
    (∀ t : ℝ, (!![8, 0; 0, -8] + t • siteShift !![10, 6; 6, 10] (0 : Fin 2)) *ᵥ ![3 / 8, -1 / 8]
      = (1 + 9 / 8 * t) • (!![10, 6; 6, 10] : Matrix (Fin 2) (Fin 2) ℂ) *ᵥ ![3 / 8, -1 / 8]) ∧
    star (![3 / 8, -1 / 8] : Fin 2 → ℂ) ⬝ᵥ
      (!![10, 6; 6, 10] : Matrix (Fin 2) (Fin 2) ℂ) *ᵥ ![3 / 8, -1 / 8] = 1 := by
  refine ⟨?_, ?_, ?_, ?_⟩
  · unfold Matrix.IsHermitian
    ext i j
    fin_cases i <;> fin_cases j <;> simp [Matrix.conjTranspose_apply]
  · unfold Matrix.IsHermitian
    ext i j
    fin_cases i <;> fin_cases j <;> simp [Matrix.conjTranspose_apply]
  · intro t
    funext j
    fin_cases j <;>
      simp [siteShift, siteProjector, Matrix.mulVec, dotProduct, Fin.sum_univ_two,
        Matrix.vecMul_diagonal, Pi.single_apply] <;> ring
  · have h3 : (starRingEnd ℂ) 3 = 3 := map_ofNat (starRingEnd ℂ) 3
    have h8 : (starRingEnd ℂ) 8 = 8 := map_ofNat (starRingEnd ℂ) 8
    simp [Matrix.mulVec, dotProduct, Fin.sum_univ_two]
    norm_num
    rw [h3, h8]
    norm_num

end

end MullikenEnergyResponse
```

```lean
#print axioms MullikenEnergyResponse.mulliken_population_eq_energy_response
#print axioms MullikenEnergyResponse.gross_population_eq_energy_response
```

```
'MullikenEnergyResponse.mulliken_population_eq_energy_response' depends on axioms: [propext, Classical.choice, Quot.sound]
'MullikenEnergyResponse.gross_population_eq_energy_response' depends on axioms: [propext, Classical.choice, Quot.sound]
```
